# Spurious fractional charge transfer in the restricted mean-field Hubbard dimer at vanishing hopping, for bias below repulsion

Take a polar two-electron bond that breaks into one electron on each site. Pull the sites apart, describe both electrons by one shared spatial orbital, and read off the charges. The calculation reports that a fraction of an electron has moved to the lower site, even when the sites hardly communicate any more. Taken at face value, this number predicts a dipole between separated fragments that the exact ground state does not have.

In the Hubbard dimer the error can be computed. Let $t$ be the hopping, $U$ the on-site repulsion and $D$ the difference of the two site energies, with $0<D<U$. As $t\to0^+$ at fixed $U$ and $D$, the restricted mean-field charge transfer tends to $D/U$, while the exact one tends to $0$. For this two-site model the result bears on methods that take the restricted mean-field solution as their starting point, for example a one-shot $GW$ calculation when it is built on restricted Hartree–Fock orbitals: for $0<D<U$ and sufficiently small hopping they start from a density with a spurious charge transfer close to $D/U$.

```lean
import Mathlib

open Filter Topology Matrix Set

namespace BiasedHubbardDimer

noncomputable section
```

## The singlet Hamiltonian and its observables

Put the site energies at $\mp D/2$. The singlet space is spanned by the covalent singlet, with one electron on each site, and the two ionic configurations, with both electrons on the lower or both on the upper site. Their diagonal energies are $0$, $U-D$ and $U+D$. Hopping connects the covalent singlet to each ionic configuration with amplitude $-\sqrt2\,t$:

$$H=\begin{pmatrix}0&-\sqrt2t&-\sqrt2t\\-\sqrt2t&U-D&0\\-\sqrt2t&0&U+D\end{pmatrix}.$$

```lean
/-- Singlet Hamiltonian of the two-electron dimer with hopping `t`, repulsion `U` and bias `D`, in
the basis: covalent singlet, both electrons on the lower site, both on the upper site. -/
def hamiltonian (U D t : ℝ) : Matrix (Fin 3) (Fin 3) ℝ :=
  !![0, -(t * √2), -(t * √2); -(t * √2), U - D, 0; -(t * √2), 0, U + D]
```

A state is a real vector $v=(v_0,v_1,v_2)$, written `v 0`, `v 1`, `v 2` in Lean. Real vectors suffice for the lowest energy because $H$ is real and symmetric. The quadratic form $v^{T}Hv$ is the energy expectation value when $v$ has norm one.

```lean
/-- The quadratic form of the Hamiltonian; for a unit vector it is the energy expectation value. -/
def energy (U D t : ℝ) (v : Fin 3 → ℝ) : ℝ := v ⬝ᵥ (hamiltonian U D t *ᵥ v)
```

For a unit vector, the probability of finding both electrons on the same site is $v_1^2+v_2^2$.

```lean
/-- Weight of the two doubly occupied (ionic) configurations. -/
def ionicWeight (v : Fin 3 → ℝ) : ℝ := v 1 ^ 2 + v 2 ^ 2
```

The site occupations are $v_0^2+2v_1^2$ and $v_0^2+2v_2^2$. Half their difference is $v_1^2-v_2^2$, which is $0$ for the covalent singlet and $1$ when both electrons sit on the lower site.

```lean
/-- Charge transfer: half the difference of the occupations of the lower and the upper site. -/
def chargeTransfer (v : Fin 3 → ℝ) : ℝ := v 1 ^ 2 - v 2 ^ 2
```

A ground state is defined variationally, as a unit vector whose energy no other unit vector undercuts. The competition takes place within the singlet space. The triplet states with one electron on each site have energy $0$, and for $t\ne0$ the lowest singlet lies below them.

```lean
/-- A ground state is a unit vector of least energy among all unit vectors. -/
def IsGroundState (U D t : ℝ) (v : Fin 3 → ℝ) : Prop :=
  v ⬝ᵥ v = 1 ∧ ∀ w : Fin 3 → ℝ, w ⬝ᵥ w = 1 → energy U D t v ≤ energy U D t w
```

## One orbital for both electrons

Restricted mean field places both electrons in an orbital with amplitudes $a$ and $b$ on the lower and upper site. Multiplying out the product of the two orbitals gives amplitude $a^2$ for both electrons on the lower site, $b^2$ for both on the upper site, and $\sqrt2\,ab$ for the covalent singlet.

```lean
/-- Both electrons in the same real orbital with amplitudes `a` and `b` on the two sites. -/
def pairState (a b : ℝ) : Fin 3 → ℝ := ![√2 * a * b, a ^ 2, b ^ 2]
```

Written in terms of the charge transfer $m$, the energy of such a state will turn out to be

$$E(m)=-2t\sqrt{1-m^2}-Dm+\tfrac U2(1+m^2).$$

```lean
/-- Restricted mean-field energy as a function of the charge transfer `m` in `[-1, 1]`. -/
def meanField (U D t m : ℝ) : ℝ :=
  -2 * t * √(1 - m ^ 2) - D * m + U * (1 + m ^ 2) / 2
```

The mean-field solution is a minimizer of $E$ over the whole interval $[-1,1]$, endpoints included. Spin-dependent orbitals, which could localize one electron on each site, are excluded by the ansatz.

```lean
/-- The charge transfer `m` minimizes the restricted mean-field energy on `[-1, 1]`. -/
def IsMeanFieldMin (U D t m : ℝ) : Prop :=
  m ∈ Icc (-1 : ℝ) 1 ∧ ∀ n ∈ Icc (-1 : ℝ) 1, meanField U D t m ≤ meanField U D t n
```

To connect $E$ with $H$, first multiply out the quadratic form:

$$v^{T}Hv=-2\sqrt2\,t\,v_0(v_1+v_2)+(U-D)v_1^2+(U+D)v_2^2.$$

Lean unfolds the matrix product and leaves the rearrangement to `ring`.

```lean
/-- The energy consists of a hopping term between covalent and ionic configurations and the
energies of the two ionic configurations. -/
theorem energy_eq (U D t : ℝ) (v : Fin 3 → ℝ) :
    energy U D t v = -(2 * √2 * t) * v 0 * (v 1 + v 2)
      + (U - D) * v 1 ^ 2 + (U + D) * v 2 ^ 2 := by
  simp [energy, hamiltonian, Matrix.mulVec, dotProduct, Fin.sum_univ_three]
  ring
```

Now insert $v=(\sqrt2ab,a^2,b^2)$ with $a,b\ge0$ and $a^2+b^2=1$. The norm squared is $2a^2b^2+a^4+b^4=(a^2+b^2)^2=1$. The charge transfer is $a^4-b^4=a^2-b^2=m$, and the ionic weight is $a^4+b^4=(1+m^2)/2$. The energy becomes

$$-4tab-Dm+\tfrac U2(1+m^2).$$

Since $1-m^2=(a^2+b^2)^2-(a^2-b^2)^2=4a^2b^2$, we have $2ab=\sqrt{1-m^2}$, and the energy is $E(m)$. The sign condition on $a$ and $b$ selects this root; for $t\ge0$, a relative minus sign would not lower the energy.

The four identities form the conclusion of `pairState_meanField`. Each `linear_combination` records which multiples of $a^2+b^2=1$ and $(\sqrt2)^2=2$ are used. The ionic weight already shows the trouble: it is at least one half for every such orbital, whatever the hopping.

```lean
/-- For a normalized orbital with nonnegative amplitudes, the doubly occupied state is normalized,
has charge transfer `m = a² - b²` and ionic weight `(1 + m²)/2`, and its energy is the mean-field
functional at `m`. -/
theorem pairState_meanField (U D t : ℝ) {a b : ℝ} (ha : 0 ≤ a) (hb : 0 ≤ b)
    (h : a ^ 2 + b ^ 2 = 1) :
    pairState a b ⬝ᵥ pairState a b = 1 ∧
    chargeTransfer (pairState a b) = a ^ 2 - b ^ 2 ∧
    ionicWeight (pairState a b) = (1 + (a ^ 2 - b ^ 2) ^ 2) / 2 ∧
    energy U D t (pairState a b) = meanField U D t (a ^ 2 - b ^ 2) := by
  have hr : √2 ^ 2 = (2 : ℝ) := Real.sq_sqrt (by norm_num)
  refine ⟨?_, ?_, ?_, ?_⟩
  · simp only [dotProduct, Fin.sum_univ_three]
    change √2 * a * b * (√2 * a * b) + a ^ 2 * a ^ 2 + b ^ 2 * b ^ 2 = 1
    linear_combination a ^ 2 * b ^ 2 * hr + (a ^ 2 + b ^ 2 + 1) * h
  · change (a ^ 2) ^ 2 - (b ^ 2) ^ 2 = a ^ 2 - b ^ 2
    linear_combination (a ^ 2 - b ^ 2) * h
  · change (a ^ 2) ^ 2 + (b ^ 2) ^ 2 = (1 + (a ^ 2 - b ^ 2) ^ 2) / 2
    linear_combination (a ^ 2 + b ^ 2 + 1) / 2 * h
  · -- the bond order 2ab equals √(1 - m²)
    have hs : √(1 - (a ^ 2 - b ^ 2) ^ 2) = 2 * a * b := by
      have e : 1 - (a ^ 2 - b ^ 2) ^ 2 = (2 * a * b) ^ 2 := by
        linear_combination -(a ^ 2 + b ^ 2 + 1) * h
      rw [e, Real.sqrt_sq (by positivity)]
    rw [energy_eq, meanField, hs]
    change -(2 * √2 * t) * (√2 * a * b) * (a ^ 2 + b ^ 2)
      + (U - D) * (a ^ 2) ^ 2 + (U + D) * (b ^ 2) ^ 2 = _
    linear_combination -2 * t * a * b * (a ^ 2 + b ^ 2) * hr
      + (-4 * t * a * b - D * (a ^ 2 - b ^ 2) + U / 2 * (a ^ 2 + b ^ 2 + 1)) * h
```

## The mean-field minimum settles at $D/U$

For $U>0$ and $t\ge0$, $E$ is continuous on a compact interval, so a minimizer exists. Suppose $m\ne n$ both minimize, and let $c=(m+n)/2$. Then

$$\left(\frac{\sqrt{1-m^2}+\sqrt{1-n^2}}2\right)^2\le1-\frac{m^2+n^2}2\le1-c^2,$$

so the hopping term at $c$ is no higher than the average of its values at $m$ and $n$. The linear terms agree, and the quadratic term is lower at $c$ by $U(m-n)^2/8$. Hence

$$E(c)\le\tfrac12\bigl(E(m)+E(n)\bigr)-\tfrac U8(m-n)^2,$$

which contradicts minimality. In the proof `hC` is the square-root inequality, `h1` and `h2` compare the two minimizers with the midpoint, and the last `nlinarith` derives the contradiction.

```lean
/-- For repulsion `U > 0` and hopping `t ≥ 0` the restricted mean-field energy has exactly one
minimizer. -/
theorem existsUnique_meanFieldMin {U t : ℝ} (D : ℝ) (hU : 0 < U) (ht : 0 ≤ t) :
    ∃! m, IsMeanFieldMin U D t m := by
  have hc : Continuous (meanField U D t) := by
    unfold meanField
    fun_prop
  obtain ⟨m, hm, hmin⟩ := (isCompact_Icc (a := (-1 : ℝ)) (b := 1)).exists_isMinOn
    ⟨0, by norm_num, by norm_num⟩ hc.continuousOn
  have hmin' := isMinOn_iff.1 hmin
  refine ⟨m, ⟨hm, hmin'⟩, ?_⟩
  rintro n ⟨hn, hnmin⟩
  by_contra hne
  -- two minimizers would both lie above their midpoint
  have hmid : (m + n) / 2 ∈ Icc (-1 : ℝ) 1 :=
    ⟨by linarith [hm.1, hn.1], by linarith [hm.2, hn.2]⟩
  have h1 := hmin' _ hmid
  have h2 := hnmin _ hmid
  have hA : √(1 - m ^ 2) ^ 2 = 1 - m ^ 2 := Real.sq_sqrt (by nlinarith [hm.1, hm.2])
  have hB : √(1 - n ^ 2) ^ 2 = 1 - n ^ 2 := Real.sq_sqrt (by nlinarith [hn.1, hn.2])
  have hC : (√(1 - m ^ 2) + √(1 - n ^ 2)) / 2 ≤ √(1 - ((m + n) / 2) ^ 2) :=
    (le_abs_self _).trans (Real.abs_le_sqrt (by
      nlinarith [sq_nonneg (√(1 - m ^ 2) - √(1 - n ^ 2)), sq_nonneg (m - n)]))
  have htC := mul_le_mul_of_nonneg_left hC ht
  have hpos : 0 < (n - m) ^ 2 := by
    have := sub_ne_zero.2 hne
    positivity
  unfold meanField at h1 h2
  nlinarith [mul_pos hU hpos]
```

To locate the minimizer, write $d=D/U$ and complete the square:

$$E(m)=-2t\sqrt{1-m^2}+\tfrac U2(m-d)^2+\tfrac U2(1-d^2).$$

Because $0\le d\le1$, the value $d$ is an admissible trial point. From $E(m)\le E(d)$ follows

$$\tfrac U2(m-d)^2\le2t\left(\sqrt{1-m^2}-\sqrt{1-d^2}\right)\le2t,$$

and therefore $(m-D/U)^2\le4t/U$. Lean makes the same comparison in `h`, bounds the first root by one in `hA`, and discards the second because it is nonnegative, in `htB`.

```lean
/-- For `0 ≤ D ≤ U`, `U > 0` and `t ≥ 0`, the squared distance of the mean-field charge transfer
from `D/U` is at most `4t/U`. -/
theorem meanFieldMin_bound {U D t m : ℝ} (hU : 0 < U) (hD : 0 ≤ D) (hDU : D ≤ U) (ht : 0 ≤ t)
    (hm : IsMeanFieldMin U D t m) : (m - D / U) ^ 2 ≤ 4 * t / U := by
  obtain ⟨d, hd⟩ : ∃ d, d = D / U := ⟨_, rfl⟩
  have hDd : D = d * U := by
    rw [hd]
    field_simp
  have hd0 : 0 ≤ d := by
    rw [hd]
    positivity
  have hd1 : d ≤ 1 := by
    rw [hd]
    exact (div_le_one hU).2 hDU
  -- compare with the trial value D/U
  have h := hm.2 d ⟨by linarith, hd1⟩
  have hA : √(1 - m ^ 2) ≤ 1 := Real.sqrt_le_one.2 (by nlinarith [sq_nonneg m])
  have htA := mul_le_mul_of_nonneg_left hA ht
  have htB := mul_nonneg ht (Real.sqrt_nonneg (1 - d ^ 2))
  have e1 : D * m = d * U * m := by rw [hDd]
  have e2 : D * d = d * U * d := by rw [hDd]
  rw [← hd, le_div_iff₀ hU]
  unfold meanField at h
  nlinarith
```

## The exact ground state becomes covalent

A ground state exists because the energy is continuous and the unit sphere is compact. Lean obtains compactness by showing that the sphere is closed and lies in the cube $[-1,1]^3$; the covalent vector $(1,0,0)$ shows that it is nonempty.

```lean
/-- The dimer has a ground state for all values of the parameters. -/
theorem exists_groundState (U D t : ℝ) : ∃ v, IsGroundState U D t v := by
  have hclosed : IsClosed {v : Fin 3 → ℝ | v ⬝ᵥ v = 1} := by
    simp only [dotProduct, Fin.sum_univ_three]
    exact isClosed_eq (by fun_prop) continuous_const
  have hsub : {v : Fin 3 → ℝ | v ⬝ᵥ v = 1} ⊆ Icc (-1) 1 := by
    intro v hv
    have hv' : ∑ j, v j * v j = 1 := hv
    have hi : ∀ i, v i * v i ≤ 1 := fun i => hv' ▸
      Finset.single_le_sum (f := fun j => v j * v j)
        (fun j _ => mul_self_nonneg (v j)) (Finset.mem_univ i)
    refine ⟨fun i => ?_, fun i => ?_⟩
    · change (-1 : ℝ) ≤ v i
      nlinarith [hi i]
    · change v i ≤ (1 : ℝ)
      nlinarith [hi i]
  have hc : Continuous (energy U D t) := by
    rw [funext (energy_eq U D t)]
    fun_prop
  obtain ⟨v, hv, hmin⟩ := (isCompact_Icc.of_isClosed_subset hclosed hsub).exists_isMinOn
    ⟨![1, 0, 0], by simp [dotProduct, Fin.sum_univ_three]⟩ hc.continuousOn
  exact ⟨v, hv, fun w hw => isMinOn_iff.1 hmin w hw⟩
```

The covalent vector has energy $0$, so a ground state $v$ has energy at most $0$. Put $g=U-D>0$, $w=v_1^2+v_2^2$ and $X=2\sqrt2\,t\,v_0(v_1+v_2)$. Since $D\ge0$, replacing $U+D$ by $g$ in the energy only lowers it, and we get $gw\le X$.

An upper bound on $X$ comes from two squares:

$$0\le(gv_1-2\sqrt2tv_0)^2+(gv_2-2\sqrt2tv_0)^2=g^2w-2gX+16t^2v_0^2.$$

Inserting $gX\ge g^2w$ gives $g^2w\le16t^2v_0^2\le16t^2$, so

$$w\le\frac{16t^2}{(U-D)^2}.$$

These steps are `h1` to `h6` in the proof: `h1` is $gw\le X$, `h3` expands the squares, and `h5` is $v_0^2\le1$. The gap $U-D$ is the cost of moving an electron from the upper to the lower site. At $D=U$ that cost vanishes, and as $t\to0^+$ the ground state tends, up to sign, to an equal-weight superposition of the two degenerate configurations, so $D\le U$ would not suffice for the ionic weight to disappear.

```lean
/-- For `0 ≤ D < U` the ionic weight of a ground state is at most `16t²/(U - D)²`. -/
theorem ionicWeight_bound {U D t : ℝ} {v : Fin 3 → ℝ} (hD : 0 ≤ D) (hDU : D < U)
    (hv : IsGroundState U D t v) : ionicWeight v ≤ 16 * t ^ 2 / (U - D) ^ 2 := by
  have hg : 0 < U - D := sub_pos.2 hDU
  have hr : √2 ^ 2 = (2 : ℝ) := Real.sq_sqrt (by norm_num)
  have hn : v 0 * v 0 + v 1 * v 1 + v 2 * v 2 = 1 := by
    have := hv.1
    simpa only [dotProduct, Fin.sum_univ_three] using this
  -- the covalent singlet has energy zero
  have h0 : energy U D t ![1, 0, 0] = 0 := by
    rw [energy_eq]
    simp
  have hE := hv.2 ![1, 0, 0] (by simp [dotProduct, Fin.sum_univ_three])
  rw [h0, energy_eq] at hE
  have h1 : (U - D) * (v 1 ^ 2 + v 2 ^ 2) ≤ 2 * √2 * t * v 0 * (v 1 + v 2) := by
    nlinarith [mul_nonneg hD (sq_nonneg (v 2))]
  have h2 := mul_le_mul_of_nonneg_left h1 hg.le
  -- complete the squares in the hopping term
  have h3 : ((U - D) * v 1 - 2 * √2 * t * v 0) ^ 2 + ((U - D) * v 2 - 2 * √2 * t * v 0) ^ 2
      = (U - D) ^ 2 * (v 1 ^ 2 + v 2 ^ 2)
        - 2 * ((U - D) * (2 * √2 * t * v 0 * (v 1 + v 2))) + 16 * (t ^ 2 * v 0 ^ 2) := by
    linear_combination 8 * t ^ 2 * v 0 ^ 2 * hr
  have h4 : 0 ≤ ((U - D) * v 1 - 2 * √2 * t * v 0) ^ 2
      + ((U - D) * v 2 - 2 * √2 * t * v 0) ^ 2 := by positivity
  have h5 : v 0 ^ 2 ≤ 1 := by nlinarith [sq_nonneg (v 1), sq_nonneg (v 2)]
  have h6 := mul_le_mul_of_nonneg_left h5 (sq_nonneg t)
  rw [ionicWeight, le_div_iff₀ (by positivity)]
  linarith
```

## Two different limits as the hopping vanishes

The mean-field bound gives $|m-D/U|\le\sqrt{4t/U}$, which tends to $0$. The ionic weight is squeezed between $0$ and $16t^2/(U-D)^2$, and the exact charge transfer follows it because $|v_1^2-v_2^2|\le v_1^2+v_2^2$.

The final theorem takes a function `m` that gives a mean-field minimizer for each $t>0$, and a function `v` that gives a ground state for each $t>0$. The existence results above supply such functions. The minimizer is unique; for the ground state any choice is allowed, including arbitrary changes of sign with $t$. The filter `𝓝[>] 0` expresses $t\to0^+$, so values of the functions at $t\le0$ play no part.

The conclusion has four parts: $D/U$ lies strictly between $0$ and $1$, the mean-field charge transfer tends to it, and both the ionic weight and the charge transfer of the exact ground state tend to $0$. In Lean, `squeeze_zero'` and `squeeze_zero_norm'` turn the bounds into limits.

```lean
/-- For `0 < D < U` and hopping `t → 0+`, the mean-field charge transfer tends to the fraction
`D/U`, strictly between 0 and 1, whereas the ionic weight and the charge transfer of the exact
ground state tend to zero. -/
theorem spurious_fractional_charge_transfer {U D : ℝ} (hD : 0 < D) (hDU : D < U)
    {m : ℝ → ℝ} {v : ℝ → Fin 3 → ℝ}
    (hm : ∀ t, 0 < t → IsMeanFieldMin U D t (m t))
    (hv : ∀ t, 0 < t → IsGroundState U D t (v t)) :
    (0 < D / U ∧ D / U < 1) ∧
    Tendsto m (𝓝[>] 0) (𝓝 (D / U)) ∧
    Tendsto (fun t => ionicWeight (v t)) (𝓝[>] 0) (𝓝 0) ∧
    Tendsto (fun t => chargeTransfer (v t)) (𝓝[>] 0) (𝓝 0) := by
  have hU : 0 < U := hD.trans hDU
  have hion : Tendsto (fun t => ionicWeight (v t)) (𝓝[>] 0) (𝓝 0) := by
    have hc : Continuous fun t : ℝ => 16 * t ^ 2 / (U - D) ^ 2 := by fun_prop
    refine squeeze_zero' (Eventually.of_forall fun t => ?_) ?_
      ((hc.tendsto' 0 0 (by simp)).mono_left nhdsWithin_le_nhds)
    · unfold ionicWeight
      positivity
    · filter_upwards [self_mem_nhdsWithin] with t ht
      exact ionicWeight_bound hD.le hDU (hv t ht)
  refine ⟨⟨div_pos hD hU, (div_lt_one hU).2 hDU⟩, ?_, hion, ?_⟩
  · have hc : Continuous fun t : ℝ => √(4 * t / U) := by fun_prop
    have hdiff : Tendsto (fun t => m t - D / U) (𝓝[>] 0) (𝓝 0) := by
      refine squeeze_zero_norm' ?_
        ((hc.tendsto' 0 0 (by simp)).mono_left nhdsWithin_le_nhds)
      filter_upwards [self_mem_nhdsWithin] with t ht
      rw [Real.norm_eq_abs]
      exact Real.abs_le_sqrt (meanFieldMin_bound hU hD.le hDU.le (le_of_lt ht) (hm t ht))
    simpa using hdiff.add_const (D / U)
  · -- the charge transfer is bounded by the ionic weight
    refine squeeze_zero_norm' (Eventually.of_forall fun t => ?_) hion
    rw [Real.norm_eq_abs, abs_le]
    unfold chargeTransfer ionicWeight
    constructor <;> nlinarith [sq_nonneg (v t 1), sq_nonneg (v t 2)]

end

end BiasedHubbardDimer
```

```lean
#print axioms BiasedHubbardDimer.pairState_meanField
-- 'BiasedHubbardDimer.pairState_meanField' depends on axioms: [propext, Classical.choice, Quot.sound]
#print axioms BiasedHubbardDimer.existsUnique_meanFieldMin
-- 'BiasedHubbardDimer.existsUnique_meanFieldMin' depends on axioms: [propext, Classical.choice, Quot.sound]
#print axioms BiasedHubbardDimer.exists_groundState
-- 'BiasedHubbardDimer.exists_groundState' depends on axioms: [propext, Classical.choice, Quot.sound]
#print axioms BiasedHubbardDimer.spurious_fractional_charge_transfer
-- 'BiasedHubbardDimer.spurious_fractional_charge_transfer' depends on axioms: [propext, Classical.choice, Quot.sound]
```
